# Slater's virial relations for Coulomb trial energies at a stationary scale

Let $X$ denote the positions of clamped nuclei, collected in a real normed space `F`. For a diatomic, `F` is $\mathbb R$ and $X$ is the internuclear distance $R$. Let $t(X)$ and $v(X)$ be the mean kinetic and potential energies of a normalised $N$-electron trial state $\psi(r;X)$, with the nuclear repulsion included in $v$. Energies are in atomic units, and their zero is all particles at rest and infinitely far apart.

```lean
import Mathlib

open Set

namespace SlaterVirial

noncomputable section

variable {F : Type*} [NormedAddCommGroup F] [NormedSpace ℝ F]
```

Scaling by $a>0$ replaces the state by $a^{3N/2}\psi(ar;aX)$. The kinetic energy has two derivatives in length, so it becomes

$$T=a^2\,t(aX).$$

```lean
/-- Kinetic energy `a² t(aX)` of a trial state scaled by `a`, with the nuclei at `X`. -/
def kineticPart (t : F → ℝ) (a : ℝ) (X : F) : ℝ := a ^ 2 * t (a • X)
```

The Coulomb energy is homogeneous of degree $-1$ in all positions, so it becomes

$$V=a\,v(aX).$$

```lean
/-- Potential energy `a v(aX)` of a trial state scaled by `a`, with the nuclei at `X`. -/
def potentialPart (v : F → ℝ) (a : ℝ) (X : F) : ℝ := a * v (a • X)
```

These two scaling laws enter as definitions. The code contains no wavefunction or Hamiltonian from which they are derived. The total energy is $E(a,X)=T+V$.

```lean
/-- Total energy `E(a,X)` of the scaled trial state. -/
def scaledEnergy (t v : F → ℝ) (a : ℝ) (X : F) : ℝ :=
  kineticPart t a X + potentialPart v a X
```

If the scale is a function $a(X)$ of the geometry, the energy surface is $W(X)=E(a(X),X)$.

```lean
/-- The energy surface `W(X) = E(a(X),X)` for a scale `a(X)` that follows the nuclei. -/
def relaxedEnergy (t v a : F → ℝ) (X : F) : ℝ := scaledEnergy t v (a X) X
```

The physical condition is that the scale has been optimised: $\partial E/\partial a=0$ at $a(X)$, with $X$ held fixed. A minimum is not required. `ScaleStationary` records this condition at one geometry, together with differentiability of $t$ and $v$ at $a(X)X$ and of $a$ at $X$. The smooth dependence of the scale on geometry is thus assumed.

```lean
/-- The scale `a` is stationary at `X`: `t` and `v` are differentiable at `a(X)X`, `a` is
differentiable at `X`, and `∂E/∂a = 0` at `a(X)`. -/
structure ScaleStationary (t v a : F → ℝ) (X : F) : Prop where
  kin : DifferentiableAt ℝ t (a X • X)
  pot : DifferentiableAt ℝ v (a X • X)
  scale : DifferentiableAt ℝ a X
  stationary : HasDerivAt (fun s : ℝ => scaledEnergy t v s X) 0 (a X)
```

## The diatomic energy curve

Fix $R$ and write $s$ for the scale. With $t'$ and $v'$ evaluated at $sR$, the product and chain rules give

$$\frac{\partial E}{\partial s}=2s\,t(sR)+v(sR)+s^2R\,t'+sR\,v'.$$

The proof differentiates $t(xR)$ and $v(xR)$ by composition, assembles the products, and lets `ring` match the result to this expression.

```lean
/-- Derivative of the diatomic energy with respect to the scale at fixed distance `R`. -/
theorem hasDerivAt_scale {t v : ℝ → ℝ} {s R t' v' : ℝ}
    (ht : HasDerivAt t t' (s * R)) (hv : HasDerivAt v v' (s * R)) :
    HasDerivAt (fun x : ℝ => scaledEnergy t v x R)
      (2 * s * t (s * R) + v (s * R) + s ^ 2 * R * t' + s * R * v') s := by
  have hg : HasDerivAt (fun x : ℝ => x * R) (1 * R) s := (hasDerivAt_id' s).mul_const R
  have h1 : HasDerivAt (fun x : ℝ => t (x * R)) (t' * (1 * R)) s :=
    HasDerivAt.comp (h := fun x : ℝ => x * R) s ht hg
  have h2 : HasDerivAt (fun x : ℝ => v (x * R)) (v' * (1 * R)) s :=
    HasDerivAt.comp (h := fun x : ℝ => x * R) s hv hg
  have hsq : HasDerivAt (fun x : ℝ => x ^ 2) (2 * s) s := by
    simpa using (hasDerivAt_id' s).fun_pow 2
  have h := (hsq.fun_mul h1).fun_add ((hasDerivAt_id' s).fun_mul h2)
  exact h.congr_deriv (by ring)
```

Now let $R$ vary. The argument $a(R)R$ has slope $a'R+a$, so

$$W'=2aa't+a^2t'(a'R+a)+a'v+av'(a'R+a).$$

Collecting the terms in $a'$ gives

$$W'=a'\,\frac{\partial E}{\partial a}+a^3t'+a^2v'.$$

```lean
/-- Slope of the diatomic energy curve: the response of the scale times `∂E/∂a`, plus the
slope at fixed scale. -/
theorem hasDerivAt_relaxed {t v a : ℝ → ℝ} {R t' v' a' : ℝ}
    (ht : HasDerivAt t t' (a R * R)) (hv : HasDerivAt v v' (a R * R))
    (ha : HasDerivAt a a' R) :
    HasDerivAt (relaxedEnergy t v a)
      (a' * (2 * a R * t (a R * R) + v (a R * R) + a R ^ 2 * R * t' + a R * R * v')
        + (a R ^ 3 * t' + a R ^ 2 * v')) R := by
  have hg : HasDerivAt (fun r : ℝ => a r * r) (a' * R + a R * 1) R :=
    ha.fun_mul (hasDerivAt_id' R)
  have h1 : HasDerivAt (fun r : ℝ => t (a r * r)) (t' * (a' * R + a R * 1)) R :=
    HasDerivAt.comp (h := fun r : ℝ => a r * r) R ht hg
  have h2 : HasDerivAt (fun r : ℝ => v (a r * r)) (v' * (a' * R + a R * 1)) R :=
    HasDerivAt.comp (h := fun r : ℝ => a r * r) R hv hg
  have hsq : HasDerivAt (fun r : ℝ => a r ^ 2) (2 * a R * a') R := by
    simpa using ha.fun_pow 2
  have h := (hsq.fun_mul h1).fun_add (ha.fun_mul h2)
  exact h.congr_deriv (by ring)
```

Add $T+W=2a^2t+av$ to $RW'$:

$$T+W+RW'=2a^2t+av+a^3Rt'+a^2Rv'+Ra'\frac{\partial E}{\partial a}
=(a+Ra')\frac{\partial E}{\partial a}.$$

At a stationary scale the right side vanishes, and $V=W-T$ supplies the second relation:

$$T=-W-RW',\qquad V=2W+RW'.$$

In the proof, uniqueness of derivatives turns stationarity into the equation `hE`. Each `linear_combination` then multiplies it by $\pm(Ra'+a)$, the factor found above. The theorem also states that $W$ is differentiable at $R$.

```lean
/-- Slater's diatomic relations: `T = -W - R W'` and `V = 2W + R W'` at a stationary scale. -/
theorem slater_relations {t v a : ℝ → ℝ} {R : ℝ} (h : ScaleStationary t v a R) :
    DifferentiableAt ℝ (relaxedEnergy t v a) R ∧
    kineticPart t (a R) R = -relaxedEnergy t v a R - R * deriv (relaxedEnergy t v a) R ∧
    potentialPart v (a R) R
      = 2 * relaxedEnergy t v a R + R * deriv (relaxedEnergy t v a) R := by
  have ht : HasDerivAt t (deriv t (a R * R)) (a R * R) := h.kin.hasDerivAt
  have hv : HasDerivAt v (deriv v (a R * R)) (a R * R) := h.pot.hasDerivAt
  have hE := (hasDerivAt_scale ht hv).unique h.stationary
  have hW := hasDerivAt_relaxed ht hv h.scale.hasDerivAt
  refine ⟨hW.differentiableAt, ?_, ?_⟩ <;> rw [hW.deriv] <;>
    simp only [relaxedEnergy, scaledEnergy, kineticPart, potentialPart, smul_eq_mul]
  · linear_combination (R * deriv a R + a R) * hE
  · linear_combination (-(R * deriv a R + a R)) * hE
```

## Any number of nuclei

For a polyatomic molecule, dilate the whole nuclear frame along the ray $uX$. The chain rule gives

$$\frac{d}{du}f(uX)\Big|_{u=s}=Df(sX)[X].$$

```lean
/-- Derivative of a function of the nuclear positions along the uniform dilation `u X`. -/
theorem hasDerivAt_ray {f : F → ℝ} {X : F} {s : ℝ} (hf : DifferentiableAt ℝ f (s • X)) :
    HasDerivAt (fun u : ℝ => f (u • X)) (fderiv ℝ f (s • X) X) s := by
  have hray : HasDerivAt (fun u : ℝ => u • X) X s := by
    simpa using (hasDerivAt_id' s).smul_const X
  exact HasFDerivAt.comp_hasDerivAt (f := fun u : ℝ => u • X) s hf.hasFDerivAt hray
```

Along this ray, set $\tilde t(s)=t(sX)$, $\tilde v(s)=v(sX)$ and $\tilde a(u)=a(uX)$. The diatomic curve built from them is

$$\tilde W(u)=\tilde a(u)^2\,\tilde t(\tilde a(u)u)+\tilde a(u)\,\tilde v(\tilde a(u)u)=W(uX).$$

At $u=1$ its scale is stationary and its slope is $DW(X)[X]$, so the diatomic relations become

$$T=-W-DW(X)[X],\qquad V=2W+DW(X)[X].$$

In Lean the last term is `fderiv ℝ (relaxedEnergy t v a) X X`, where the first `X` is the point and the second the direction. In Cartesian coordinates it is $\sum_A X_A\cdot\nabla_A W$, and for a diatomic it is $RW'(R)$. The proof first establishes that $W$, as a function on `F`, is differentiable at $X$, since a derivative along one ray would not suffice. It then transfers the hypotheses to the ray (`hs`), identifies the two energies (`hW`), and applies `slater_relations`.

In electronic structure, this splits a clamped-nucleus energy surface into kinetic and potential parts for Coulomb trial families that contain their own dilations and have a stationary scale. The virial theorem for exact eigenstates would need their stationarity under scaling as a separate input.

```lean
/-- Virial relations for scaled trial energies: at a stationary scale `T = -W - DW(X)[X]` and `V =
2W + DW(X)[X]`, for any number of nuclei. -/
theorem molecular_virial {t v a : F → ℝ} {X : F} (h : ScaleStationary t v a X) :
    DifferentiableAt ℝ (relaxedEnergy t v a) X ∧
    kineticPart t (a X) X
      = -relaxedEnergy t v a X - fderiv ℝ (relaxedEnergy t v a) X X ∧
    potentialPart v (a X) X
      = 2 * relaxedEnergy t v a X + fderiv ℝ (relaxedEnergy t v a) X X := by
  have ha := h.scale
  have hg : DifferentiableAt ℝ (fun Y => a Y • Y) X := by fun_prop
  have h1 : DifferentiableAt ℝ (fun Y => t (a Y • Y)) X :=
    DifferentiableAt.comp (f := fun Y => a Y • Y) X h.kin hg
  have h2 : DifferentiableAt ℝ (fun Y => v (a Y • Y)) X :=
    DifferentiableAt.comp (f := fun Y => a Y • Y) X h.pot hg
  have hWd : DifferentiableAt ℝ (relaxedEnergy t v a) X := by
    have h3 := ((ha.pow 2).mul h1).add (ha.mul h2)
    exact h3
  -- along the ray `u X` the molecule is a diatomic problem at `u = 1`
  have hs : ScaleStationary (fun s : ℝ => t (s • X)) (fun s : ℝ => v (s • X))
      (fun u : ℝ => a (u • X)) 1 := by
    refine ⟨?_, ?_, ?_, ?_⟩
    · simp only [one_smul, smul_eq_mul, mul_one]
      exact (hasDerivAt_ray h.kin).differentiableAt
    · simp only [one_smul, smul_eq_mul, mul_one]
      exact (hasDerivAt_ray h.pot).differentiableAt
    · exact (hasDerivAt_ray (by rwa [one_smul])).differentiableAt
    · simpa only [scaledEnergy, kineticPart, potentialPart, smul_eq_mul, mul_one, one_smul]
        using h.stationary
  have hW : relaxedEnergy (fun s : ℝ => t (s • X)) (fun s : ℝ => v (s • X))
      (fun u : ℝ => a (u • X)) = fun u : ℝ => relaxedEnergy t v a (u • X) := by
    funext u
    simp only [relaxedEnergy, scaledEnergy, kineticPart, potentialPart, smul_eq_mul, mul_smul]
  have hdir := hasDerivAt_ray (f := relaxedEnergy t v a) (X := X) (s := 1) (by rwa [one_smul])
  have key := (slater_relations hs).2
  rw [hW, hdir.deriv] at key
  simp only [kineticPart, potentialPart, smul_eq_mul, mul_one, one_mul, one_smul] at key ⊢
  exact ⟨hWd, key⟩
```

At a stationary geometry $DW(X)=0$, which leaves $T=-W$ and $V=2W$.

```lean
/-- If the scale is stationary at `X` and `X` is a stationary geometry of the energy surface, then
`T = -W` and `V = 2W`. -/
theorem virial_at_equilibrium {t v a : F → ℝ} {X : F} (h : ScaleStationary t v a X)
    (heq : HasFDerivAt (relaxedEnergy t v a) (0 : F →L[ℝ] ℝ) X) :
    kineticPart t (a X) X = -relaxedEnergy t v a X ∧
    potentialPart v (a X) X = 2 * relaxedEnergy t v a X := by
  have key := (molecular_virial h).2
  rw [heq.fderiv] at key
  simpa using key
```

The smallest case is an atom with its nucleus fixed at the origin, for which `F` can be the zero space. Then $t$ and $v$ are numbers, and $2at+v=0$ gives $T=a^2t$, $V=-2a^2t$ and $W=-a^2t$. For one electron and a nucleus of charge $Z$, the $1s$ function $e^{-r}/\sqrt\pi$ has $t=1/2$ and $v=-Z$, hence $a=Z$ and $W=-Z^2/2$.

## Slopes, monotonicity and the converse

For a diatomic, the product rule recasts the relations as

$$(RW)'=W+RW'=-T,\qquad (R^2W)'=2RW+R^2W'=RV.$$

```lean
/-- Derivative form of the diatomic relations: `(R W)' = -T` and `(R² W)' = R V` at a stationary
scale. -/
theorem slater_derivative_form {t v a : ℝ → ℝ} {R : ℝ} (h : ScaleStationary t v a R) :
    HasDerivAt (fun r => r * relaxedEnergy t v a r) (-kineticPart t (a R) R) R ∧
    HasDerivAt (fun r => r ^ 2 * relaxedEnergy t v a r) (R * potentialPart v (a R) R) R := by
  obtain ⟨hd, hT, hV⟩ := slater_relations h
  have hsq : HasDerivAt (fun r : ℝ => r ^ 2) (2 * R) R := by
    simpa using (hasDerivAt_id' R).fun_pow 2
  exact ⟨((hasDerivAt_id' R).fun_mul hd.hasDerivAt).congr_deriv (by linear_combination hT),
    (hsq.fun_mul hd.hasDerivAt).congr_deriv (by linear_combination (-R) * hV)⟩
```

Suppose that the scale is positive and stationary at every $R>0$, and that $t\ge0$ on positive arguments. Then $(RW)'=-a^2t(aR)\le0$, so $RW(R)$ never increases. The proof passes from the sign of the derivative to monotonicity on the interval $(0,\infty)$.

```lean
/-- If `t` is nonnegative and the positive scale is stationary at every distance, then
`R W(R)` never increases with `R`. -/
theorem distance_mul_energy_antitone {t v a : ℝ → ℝ}
    (h : ∀ R, 0 < R → ScaleStationary t v a R) (ha : ∀ R, 0 < R → 0 < a R)
    (ht : ∀ x, 0 < x → 0 ≤ t x) :
    AntitoneOn (fun R => R * relaxedEnergy t v a R) (Ioi 0) := by
  have hd := fun R (hR : 0 < R) => (slater_derivative_form (h R hR)).1
  apply antitoneOn_of_deriv_nonpos (convex_Ioi 0)
  · exact fun R hR => (hd R hR).continuousAt.continuousWithinAt
  · rw [interior_Ioi]
    exact fun R hR => (hd R hR).differentiableAt.differentiableWithinAt
  · rw [interior_Ioi]
    intro R hR
    rw [(hd R hR).deriv]
    exact neg_nonpos.mpr (mul_nonneg (sq_nonneg _) (ht _ (mul_pos (ha R hR) hR)))
```

Conversely, if the kinetic relation holds, the identity behind Slater's relations reads

$$0=(a+Ra')\frac{\partial E}{\partial a}.$$

When $a+Ra'\ne0$, the factor cancels and the scale is stationary. The condition matters: if $a$ is proportional to $1/R$, then $aR$ is constant, the factor vanishes, and the kinetic relation holds whether or not the scale is optimised.

```lean
/-- Converse, for `t` and `v` differentiable at `a(R)R` and `a` differentiable at `R`: if `T = -W -
R W'` and the product `R a(R)` has nonzero slope `a + R a'`, then the scale is stationary. -/
theorem stationary_of_slater {t v a : ℝ → ℝ} {R : ℝ}
    (ht : DifferentiableAt ℝ t (a R * R)) (hv : DifferentiableAt ℝ v (a R * R))
    (ha : DifferentiableAt ℝ a R) (hne : a R + R * deriv a R ≠ 0)
    (hT : kineticPart t (a R) R
      = -relaxedEnergy t v a R - R * deriv (relaxedEnergy t v a) R) :
    ScaleStationary t v a R := by
  refine ⟨ht, hv, ha, (hasDerivAt_scale ht.hasDerivAt hv.hasDerivAt).congr_deriv ?_⟩
  rw [(hasDerivAt_relaxed ht.hasDerivAt hv.hasDerivAt ha.hasDerivAt).deriv] at hT
  simp only [relaxedEnergy, scaledEnergy, kineticPart, potentialPart, smul_eq_mul] at hT
  apply mul_left_cancel₀ hne
  linear_combination hT
```

## A model curve with a varying scale

Take $t=1/2$, $v(x)=1/x-4+x$ and $a(R)=4/(1+2R)$. These functions are chosen to test the algebra. They are not the energies of any Coulomb system, since $v$ grows without bound at large $x$ while $t$ stays fixed. For $R>0$,

$$E(a,R)=\frac{a^2}{2}+\frac1R-4a+a^2R,\qquad
\frac{\partial E}{\partial a}=a(1+2R)-4=0.$$

Substituting the scale gives

$$W(R)=\frac1R-\frac{8}{1+2R},\qquad
W'(R)=-\frac1{R^2}+\frac{16}{(1+2R)^2},$$

so $W'(1/2)=-4+4=0$. There $a=2$, $T=2$, $V=-4$ and $W=-2$, in agreement with $T=-W$ and $V=2W$. The code checks stationarity of the scale at every $R>0$ from $a(1+2R)=4$, and obtains the zero slope at $R=1/2$ from the general formula for $W'$.

```lean
/-- For `t = 1/2`, `v(x) = 1/x - 4 + x` and `a(R) = 4/(1+2R)` the scale is stationary at every
`R > 0`, and the energy curve is stationary at `R = 1/2`. -/
theorem slater_witness :
    (∀ R : ℝ, 0 < R → ScaleStationary (fun _ : ℝ => (1 / 2 : ℝ))
      (fun x : ℝ => x⁻¹ - 4 + x) (fun r : ℝ => 4 / (1 + 2 * r)) R) ∧
    HasDerivAt (relaxedEnergy (fun _ : ℝ => (1 / 2 : ℝ))
      (fun x : ℝ => x⁻¹ - 4 + x) (fun r : ℝ => 4 / (1 + 2 * r))) 0 (1 / 2) := by
  have hv : ∀ x : ℝ, x ≠ 0 →
      HasDerivAt (fun x : ℝ => x⁻¹ - 4 + x) (-(x ^ 2)⁻¹ + 1) x := fun x hx =>
    ((hasDerivAt_inv hx).sub_const 4).fun_add (hasDerivAt_id' x)
  have ha : ∀ R : ℝ, 0 < R →
      HasDerivAt (fun r : ℝ => 4 / (1 + 2 * r)) (-8 / (1 + 2 * R) ^ 2) R := fun R hR =>
    ((hasDerivAt_const R (4 : ℝ)).fun_div (((hasDerivAt_id' R).const_mul 2).const_add 1)
      (by positivity)).congr_deriv (by ring)
  constructor
  · intro R hR
    have hx : 4 / (1 + 2 * R) * R ≠ 0 := by positivity
    refine ⟨differentiableAt_const _, (hv _ hx).differentiableAt, (ha R hR).differentiableAt,
      (hasDerivAt_scale (hasDerivAt_const _ _) (hv _ hx)).congr_deriv ?_⟩
    have h4 : 4 / (1 + 2 * R) * (1 + 2 * R) = 4 := div_mul_cancel₀ _ (by positivity)
    generalize 4 / (1 + 2 * R) = s at hx h4 ⊢
    have hi : s * R * ((s * R) ^ 2)⁻¹ = (s * R)⁻¹ := by
      rw [pow_two, mul_inv, ← mul_assoc, mul_inv_cancel₀ hx, one_mul]
    linear_combination h4 - hi
  · exact (hasDerivAt_relaxed (a := fun r : ℝ => 4 / (1 + 2 * r)) (hasDerivAt_const _ _)
      (hv _ (by norm_num)) (ha (1 / 2) (by norm_num))).congr_deriv (by norm_num)

end

end SlaterVirial
```

```lean
#print axioms SlaterVirial.molecular_virial
#print axioms SlaterVirial.virial_at_equilibrium
#print axioms SlaterVirial.distance_mul_energy_antitone
#print axioms SlaterVirial.stationary_of_slater
```

```
'SlaterVirial.molecular_virial' depends on axioms: [propext, Classical.choice, Quot.sound]
'SlaterVirial.virial_at_equilibrium' depends on axioms: [propext, Classical.choice, Quot.sound]
'SlaterVirial.distance_mul_energy_antitone' depends on axioms: [propext, Classical.choice, Quot.sound]
'SlaterVirial.stationary_of_slater' depends on axioms: [propext, Classical.choice, Quot.sound]
```
